# Contracting two-body to one-body density matrices at fixed particle number

If a calculation varies the one-body and two-body density matrices independently, the kinetic energy may be evaluated with a one-body matrix that belongs to no state with the given two-body matrix. For a finite set of orthonormal spin orbitals and a sharp particle number, the operator algebra supplies a linear relation that links the two.

Let \(a_i\) and \(b_i\) be elements of a ring `R`, with \(i\) in a finite set `ι` of modes. In physics \(b_i=a_i^\dagger\), but no adjoint is needed here.

```lean
import Mathlib

open Finset

namespace FermionicContraction

noncomputable section

variable {R ι : Type*} [Ring R] [Fintype ι] [DecidableEq ι]
```

`Anticommuting` states the relation within one family:

```lean
/-- Any two members of the family of operators anticommute. -/
def Anticommuting {R ι : Type*} [Ring R] (a : ι → R) : Prop :=
  ∀ i j, a i * a j + a j * a i = 0
```

`CanonicalPair` states \(a_ib_j+b_ja_i=\delta_{ij}\):

```lean
/-- The mixed anticommutator of annihilator `a i` and creator `b j` is the Kronecker delta. -/
def CanonicalPair {R ι : Type*} [Ring R] [DecidableEq ι] (a b : ι → R) : Prop :=
  ∀ i j, a i * b j + b j * a i = if i = j then 1 else 0
```

The number operator is \(N=\sum_j b_ja_j\):

```lean
/-- The number operator, the sum of `b j * a j` over all modes. -/
def number {R ι : Type*} [Ring R] [Fintype ι] (a b : ι → R) : R :=
  ∑ j, b j * a j
```

## (a) The number operator passes an annihilator

From the annihilator and mixed relations, show that
\[ N a_k=a_k(N-1). \]

For each mode, exchange \(a_j\) and \(a_k\), then \(b_j\) and \(a_k\):
\[ b_ja_ja_k=-b_ja_ka_j=-(\delta_{kj}-a_kb_j)a_j=a_kb_ja_j-\delta_{kj}a_j. \]
Summing over \(j\) gives the claim. In the code, `h` is this line: `noncomm_ring` regroups the products into anticommutators, and `rw` inserts their values.

```lean
/-- Moving the number operator to the right through an annihilator lowers it by one. -/
theorem number_mul_annihilator {a b : ι → R} (ha : Anticommuting a)
    (hab : CanonicalPair a b) (k : ι) :
    number a b * a k = a k * (number a b - 1) := by
  -- mode by mode, only the mode `k` leaves a contraction term
  have h : ∀ j, b j * a j * a k = a k * (b j * a j) - if k = j then a j else 0 := by
    intro j
    calc b j * a j * a k
        = b j * (a j * a k + a k * a j) - (a k * b j + b j * a k) * a j
            + a k * (b j * a j) := by noncomm_ring
      _ = a k * (b j * a j) - if k = j then a j else 0 := by
          rw [ha j k, hab k j]
          split_ifs <;> noncomm_ring
  simp only [number, Finset.sum_mul, h, Finset.sum_sub_distrib, mul_sub, mul_one,
    Finset.mul_sum, Finset.sum_ite_eq, Finset.mem_univ, if_true]
```

## (b) A creator passes the number operator

From the creator and mixed relations, show that
\[ b_iN=(N-1)b_i. \]

Likewise,
\[ b_ib_ja_j=-b_jb_ia_j=-b_j(\delta_{ji}-a_jb_i)=b_ja_jb_i-\delta_{ji}b_j, \]
and the sum over \(j\) finishes the argument.

```lean
/-- Moving the number operator to the left through a creator lowers it by one. -/
theorem creator_mul_number {a b : ι → R} (hb : Anticommuting b)
    (hab : CanonicalPair a b) (i : ι) :
    b i * number a b = (number a b - 1) * b i := by
  have h : ∀ j, b i * (b j * a j) = b j * a j * b i - if j = i then b j else 0 := by
    intro j
    calc b i * (b j * a j)
        = (b i * b j + b j * b i) * a j - b j * (a j * b i + b i * a j)
            + b j * a j * b i := by noncomm_ring
      _ = b j * a j * b i - if j = i then b j else 0 := by
          rw [hb i j, hab j i]
          split_ifs <;> noncomm_ring
  simp only [number, Finset.mul_sum, h, Finset.sum_sub_distrib, sub_mul, one_mul,
    Finset.sum_mul, Finset.sum_ite_eq', Finset.mem_univ, if_true]
```

## (c) Two-body contraction

Sum the two-body operator over its inner index pair and show that
\[ \sum_j b_ib_ja_ja_k=b_ia_k(N-1). \]

The inner pair sums to \(N\), so the left side is \(b_iNa_k\), the content of `h`. Part (a) turns it into \(b_ia_k(N-1)\). The creators need not anticommute with each other.

```lean
/-- Contracting one index pair of the two-body operator gives the one-body operator
times the number operator minus one. -/
theorem two_body_contraction {a b : ι → R} (ha : Anticommuting a)
    (hab : CanonicalPair a b) (i k : ι) :
    ∑ j, b i * b j * a j * a k = b i * a k * (number a b - 1) := by
  -- the contracted pair is a number operator between `b i` and `a k`
  have h : ∑ j, b i * b j * a j * a k = b i * (number a b * a k) := by
    simp only [number, Finset.mul_sum, Finset.sum_mul, mul_assoc]
  rw [h, number_mul_annihilator ha hab, mul_assoc]
```

## (d) The factor on the left

Show that the same sum also satisfies
\[ \sum_j b_ib_ja_ja_k=(N-1)b_ia_k. \]

Group the sum as \((b_iN)a_k\) and apply (b). Now the creator relations are used, and the annihilator relations are not.

```lean
/-- The same contraction with the number operator minus one on the left of the
one-body operator. -/
theorem two_body_contraction_left {a b : ι → R} (hb : Anticommuting b)
    (hab : CanonicalPair a b) (i k : ι) :
    ∑ j, b i * b j * a j * a k = (number a b - 1) * (b i * a k) := by
  have h : ∑ j, b i * b j * a j * a k = (b i * number a b) * a k := by
    simp only [number, Finset.mul_sum, Finset.sum_mul, mul_assoc]
  rw [h, creator_mul_number hb hab, mul_assoc]
```

## (e) A string of annihilators

Let \(A=a_{k_1}\cdots a_{k_p}\), with \(A=1\) for \(p=0\). Show that
\[ NA=A(N-p). \]

The case \(p=0\) is immediate. If the claim holds for \(A\), one more factor gives
\[ Na_kA=a_k(N-1)A=a_kA(N-p)-a_kA=a_kA\bigl(N-(p+1)\bigr). \]
Lean runs this induction over the list `K` of mode labels, whose length is \(p\).

```lean
/-- Moving the number operator to the right through a string of annihilators lowers it
by the length of the string. -/
theorem number_mul_string {a b : ι → R} (ha : Anticommuting a)
    (hab : CanonicalPair a b) (K : List ι) :
    number a b * (K.map a).prod = (K.map a).prod * (number a b - (K.length : R)) := by
  induction K with
  | nil => simp
  | cons k K ih =>
    rw [List.map_cons, List.prod_cons, List.length_cons, Nat.cast_succ]
    calc number a b * (a k * (K.map a).prod)
        = (number a b * a k) * (K.map a).prod := by rw [mul_assoc]
      _ = a k * (number a b * (K.map a).prod) - a k * (K.map a).prod := by
          rw [number_mul_annihilator ha hab]
          noncomm_ring
      _ = a k * (K.map a).prod * (number a b - ((K.length : R) + 1)) := by
          rw [ih]
          generalize (K.length : R) = c
          noncomm_ring
```

## (f) Many-body contraction

Let \(B\) be a product of any number of creators. Show that
\[ \sum_j B\,b_ja_j\,A=BA(N-p). \]

The sum is \(BNA\), and (e) moves \(N\) to the right. Strings of length one return (c).

```lean
/-- Contracting the inner index pair between a string of creators and a string of
annihilators gives the shorter operator times the number operator minus the number
of remaining annihilators. -/
theorem many_body_contraction {a b : ι → R} (ha : Anticommuting a)
    (hab : CanonicalPair a b) (I K : List ι) :
    ∑ j, (I.map b).prod * b j * a j * (K.map a).prod
      = (I.map b).prod * (K.map a).prod * (number a b - (K.length : R)) := by
  have h : ∑ j, (I.map b).prod * b j * a j * (K.map a).prod
      = (I.map b).prod * (number a b * (K.map a).prod) := by
    simp only [number, Finset.mul_sum, Finset.sum_mul, mul_assoc]
  rw [h, number_mul_string ha hab, mul_assoc]
```

## (g) Contraction of the density matrices

Let `R` now be a complex algebra and \(\omega\) a linear functional on it, read as the expectation value; positivity is not required. The one-body matrix is \(\gamma_{ik}=\omega(b_ia_k)\).

```lean
/-- The one-body density matrix of the functional `ω`. -/
def oneRDM {R ι : Type*} [Ring R] [Algebra ℂ R] (ω : R →ₗ[ℂ] ℂ) (a b : ι → R)
    (i k : ι) : ℂ := ω (b i * a k)
```

The two-body matrix is \(\Gamma_{ij,kl}=\omega(b_ib_ja_la_k)\), without a factor \(1/2\).

```lean
/-- The two-body density matrix of the functional `ω`, without a prefactor. -/
def twoRDM {R ι : Type*} [Ring R] [Algebra ℂ R] (ω : R →ₗ[ℂ] ℂ) (a b : ι → R)
    (i j k l : ι) : ℂ := ω (b i * b j * a l * a k)
```

Sharp particle number \(n\) means \(\omega(xN)=n\,\omega(x)\) for every \(x\), as for an eigenvector of \(N\). Show that
\[ \sum_j\Gamma_{ij,kj}=(n-1)\gamma_{ik}. \]

By linearity and (c), the left side is \(\omega(b_ia_kN)-\omega(b_ia_k)=(n-1)\gamma_{ik}\). For \(n\ge2\), \(\Gamma\) therefore fixes \(\gamma\).

Fixing only the mean particle number is not enough. Take two modes, 0 and 1, and mix the empty and the doubly occupied state with weight \(1/2\) each. The mean number is 1, so the right side would vanish, yet \(\sum_j\Gamma_{0j,0j}=1/2\).

```lean
/-- For sharp particle number `n`, the partial trace of the two-body density matrix is
`n - 1` times the one-body density matrix. -/
theorem rdm_contraction [Algebra ℂ R] {a b : ι → R} (ha : Anticommuting a)
    (hab : CanonicalPair a b) (ω : R →ₗ[ℂ] ℂ) (n : ℕ)
    (hn : ∀ x, ω (x * number a b) = n * ω x) (i k : ι) :
    ∑ j, twoRDM ω a b i j k j = ((n : ℂ) - 1) * oneRDM ω a b i k := by
  simp only [twoRDM, oneRDM]
  rw [← map_sum, two_body_contraction ha hab, mul_sub, mul_one, map_sub, hn]
  ring
```

## (h) Full trace

If also \(\omega(1)=1\), show that
\[ \sum_{i,j}\Gamma_{ij,ij}=n(n-1). \]

Setting \(x=1\) in the sharp-number condition gives \(\sum_i\gamma_{ii}=\omega(N)=n\). Then set \(k=i\) in (g) and sum over \(i\).

```lean
/-- For a normalised functional with sharp particle number `n`, the full trace of the
two-body density matrix is `n * (n - 1)`. -/
theorem rdm_trace [Algebra ℂ R] {a b : ι → R} (ha : Anticommuting a)
    (hab : CanonicalPair a b) (ω : R →ₗ[ℂ] ℂ) (n : ℕ)
    (hn : ∀ x, ω (x * number a b) = n * ω x) (h1 : ω 1 = 1) :
    ∑ i, ∑ j, twoRDM ω a b i j i j = (n : ℂ) * ((n : ℂ) - 1) := by
  -- the one-body density matrix has trace `n`
  have ht : ∑ i, oneRDM ω a b i i = (n : ℂ) := by
    have h := hn 1
    rw [one_mul, h1, mul_one] at h
    simp only [oneRDM]
    rw [← map_sum]
    exact h
  simp only [rdm_contraction ha hab ω n hn]
  rw [← Finset.mul_sum, ht, mul_comm]
```

## (i) Two modes as explicit matrices

In the basis \(|00\rangle,|01\rangle,|10\rangle,|11\rangle\), the annihilators are

```lean
/-- Annihilators of two fermionic modes in the occupation basis 00, 01, 10, 11. -/
def modeA : Fin 2 → Matrix (Fin 4) (Fin 4) ℂ :=
  ![!![0, 0, 1, 0; 0, 0, 0, 1; 0, 0, 0, 0; 0, 0, 0, 0],
    !![0, 1, 0, 0; 0, 0, 0, 0; 0, 0, 0, -1; 0, 0, 0, 0]]
```

the creators are their transposes,

```lean
/-- Creators of the two modes, the transposes of the annihilators. -/
def modeB : Fin 2 → Matrix (Fin 4) (Fin 4) ℂ :=
  ![!![0, 0, 0, 0; 0, 0, 0, 0; 1, 0, 0, 0; 0, 1, 0, 0],
    !![0, 0, 0, 0; 1, 0, 0, 0; 0, 0, 0, 0; 0, 0, -1, 0]]
```

and \(\omega\) is the expectation value in \(|11\rangle\):

```lean
/-- The expectation value in the basis state 11, with both modes occupied. -/
def pairState : Matrix (Fin 4) (Fin 4) ℂ →ₗ[ℂ] ℂ where
  toFun M := M 3 3
  map_add' _ _ := rfl
  map_smul' _ _ := rfl
```

Show that all the anticommutation relations hold, and that
\[ \omega(xN)=2\,\omega(x),\qquad \omega(1)=1. \]

The sign in \(a_1|11\rangle=-|10\rangle\) gives \(a_0a_1|11\rangle=-|00\rangle=-a_1a_0|11\rangle\); both products annihilate the other basis states, and \(a_i^2=0\). Transposition gives the creator relations. For equal modes, exactly one of \(a_ib_i\) and \(b_ia_i\) returns each basis state, and the other gives zero. For different modes, the only nonzero terms cancel, as in \(a_0b_1|10\rangle=-|01\rangle=-b_1a_0|10\rangle\). Finally, \(N=\mathrm{diag}(0,1,1,2)\), so \((xN)_{33}=2x_{33}\), counting from 0. Lean checks the annihilator and mixed relations entry by entry.

```lean
set_option maxHeartbeats 400000 in
/-- The two-mode matrices satisfy all anticommutation relations, and the doubly occupied
state is normalised with sharp particle number two. -/
theorem twoMode_witness :
    Anticommuting modeA ∧ Anticommuting modeB ∧ CanonicalPair modeA modeB ∧
      (∀ x, pairState (x * number modeA modeB) = ((2 : ℕ) : ℂ) * pairState x) ∧
      pairState 1 = 1 := by
  have hA : Anticommuting modeA := by
    intro i j
    fin_cases i <;> fin_cases j <;> ext r s <;> fin_cases r <;> fin_cases s <;>
      simp [modeA]
  -- the creators are transposes, so their relations follow from those of the annihilators
  have hT : ∀ i, modeB i = (modeA i).transpose := by
    intro i
    fin_cases i <;> ext r s <;> fin_cases r <;> fin_cases s <;> rfl
  refine ⟨hA, ?_, ?_, ?_, ?_⟩
  · intro i j
    rw [hT i, hT j, ← Matrix.transpose_mul, ← Matrix.transpose_mul,
      ← Matrix.transpose_add, hA j i, Matrix.transpose_zero]
  · intro i j
    fin_cases i <;> fin_cases j <;> ext r s <;> fin_cases r <;> fin_cases s <;>
      simp [modeA, modeB]
  · intro x
    change (x * number modeA modeB) 3 3 = ((2 : ℕ) : ℂ) * x 3 3
    simp [number, modeA, modeB, Matrix.mul_apply, Fin.sum_univ_four, Fin.sum_univ_two]
    ring
  · change (1 : Matrix (Fin 4) (Fin 4) ℂ) 3 3 = 1
    exact Matrix.one_apply_eq 3

end

end FermionicContraction
```

```lean
#print axioms FermionicContraction.two_body_contraction
#print axioms FermionicContraction.two_body_contraction_left
#print axioms FermionicContraction.many_body_contraction
#print axioms FermionicContraction.rdm_trace
```

```
'FermionicContraction.two_body_contraction' depends on axioms: [propext, Classical.choice, Quot.sound]
'FermionicContraction.two_body_contraction_left' depends on axioms: [propext, Classical.choice, Quot.sound]
'FermionicContraction.many_body_contraction' depends on axioms: [propext, Classical.choice, Quot.sound]
'FermionicContraction.rdm_trace' depends on axioms: [propext, Classical.choice, Quot.sound]
```
